# In a two-phase binary alloy, the mass-fraction lever rule weights atomic phase fractions by mean atomic mass

An alloy of elements A and B has separated into two phases, a and b. Composition is measured by the atomic fraction of B: $x_a$ in phase a, $x_b$ in phase b and $x$ in the alloy as a whole, with $0\le x_a<x<x_b\le 1$, so that phase a is the B-poor one. The atomic masses are $m_A$ and $m_B$, both positive and in the same unit. The lever rule on the atomic scale gives the share of all atoms that sit in phase a,

$$f=\frac{x_b-x}{x_b-x_a}.$$

If the compositions are given as mass fractions of B, the same rule gives a number $g$, in general different from $f$: the share of the total mass in phase a. The question is how $g$ follows from $f$.

Two kinds of fraction occur. A mass fraction or atomic fraction *of B* describes a composition; a *phase fraction*, $f$ or $g$, says how much of the alloy is in phase a.

## Mean mass, composition and the lever

```lean
import Mathlib

noncomputable section

namespace LeverRuleMassFractions

/-- Mean atomic mass of a binary alloy of A and B with atomic fraction `x` of B. -/
def meanMass (mA mB x : ℝ) : ℝ := (1 - x) * mA + x * mB
```

This defines the mean atomic mass $M(x)=(1-x)m_A+x\,m_B$. In Lean, `(mA mB x : ℝ)` lists three real arguments, and the `ℝ` after the colon says that the result is real. The definition accepts any real numbers; physical restrictions enter later, as hypotheses of theorems. Below, $M_a=M(x_a)$, $M_b=M(x_b)$ and $M=M(x)$.

```lean
/-- Mass fraction of B in an alloy with atomic fraction `x` of B, for nonzero mean atomic mass. -/
def massFraction (mA mB x : ℝ) : ℝ := x * mB / meanMass mA mB x
```

The mass fraction of B is $w(x)=x\,m_B/M(x)$: the mass of B per atom of alloy, divided by the total mass per atom.

```lean
/-- Lever rule: the share of the phase of composition `a` in a mixture of overall composition `x`
whose other phase has composition `b`, for `a ≠ b`. -/
def lever (a x b : ℝ) : ℝ := (b - x) / (b - a)
```

The letters `a` and `b` here are compositions, not phase labels. The formula comes from a balance: if a share $s$ has composition $a$ and the rest has composition $b$, then $x=sa+(1-s)b$, hence $s=(b-x)/(b-a)$. Conserving B atoms gives this balance for atomic fractions, and conserving the mass of B gives it for mass fractions. One function therefore serves both scales:

- `lever xa x xb` is $f$;
- `lever` applied to the three values of `massFraction` is $g$.

The relation between $f$ and $g$ is thus something to prove, not part of a definition. What is taken over from physics is the balance itself: that a real sample consists entirely of two homogeneous phases with these compositions, so that `lever` does measure their amounts.

## Positive mean mass and ordered mass fractions

```lean
/-- For positive atomic masses and an atomic fraction in [0,1], the mean atomic mass is
positive. -/
theorem meanMass_pos {mA mB x : ℝ} (hA : 0 < mA) (hB : 0 < mB) (h0 : 0 ≤ x) (h1 : x ≤ 1) :
    0 < meanMass mA mB x := by
  unfold meanMass
  rcases h0.eq_or_lt with h | h
  · rw [← h]
    linarith
  · have h2 : 0 ≤ (1 - x) * mA := mul_nonneg (by linarith) hA.le
    have h3 : 0 < x * mB := mul_pos h hB
    linarith
```

This theorem lists its variables in braces, then its named hypotheses, then the statement after the colon. Here `hA` and `hB` say that the atomic masses are positive, `h0` and `h1` that $0\le x\le1$. The conclusion is $M(x)>0$.

By hand, there are two cases. If $x=0$, then $M=m_A>0$. If $x>0$, then $x\,m_B>0$ and $(1-x)m_A\ge0$, so the sum is positive. The proof makes the same split with `rcases`, and `linarith`, which handles linear inequalities, finishes each case.

```lean
/-- The difference of two mass fractions is the difference of the atomic fractions, scaled by the
atomic masses and the two mean atomic masses, provided these means are nonzero. -/
theorem massFraction_sub {mA mB x y : ℝ} (hx : meanMass mA mB x ≠ 0)
    (hy : meanMass mA mB y ≠ 0) :
    massFraction mA mB y - massFraction mA mB x =
      mA * mB * (y - x) / (meanMass mA mB y * meanMass mA mB x) := by
  unfold massFraction
  rw [div_sub_div _ _ hy hx]
  congr 1
  unfold meanMass
  ring
```

For any two compositions $x$ and $y$ with nonzero mean masses,

$$w(y)-w(x)=\frac{m_Am_B\,(y-x)}{M(y)M(x)}.$$

To see this, put the difference over a common denominator. The numerator is $m_B\,[\,yM(x)-xM(y)\,]$, and

$$yM(x)-xM(y)=y(1-x)m_A+xy\,m_B-x(1-y)m_A-xy\,m_B=(y-x)m_A.$$

In Lean, `div_sub_div` forms the common denominator, `congr 1` leaves only the equality of numerators, and `ring` checks that polynomial identity.

```lean
/-- For positive atomic masses, the mass fraction of B strictly increases with its atomic fraction
on [0,1]. -/
theorem massFraction_lt {mA mB x y : ℝ} (hA : 0 < mA) (hB : 0 < mB) (h0 : 0 ≤ x)
    (hxy : x < y) (h1 : y ≤ 1) : massFraction mA mB x < massFraction mA mB y := by
  have hx := meanMass_pos hA hB h0 (hxy.le.trans h1)
  have hy := meanMass_pos hA hB (h0.trans hxy.le) h1
  have h := massFraction_sub hx.ne' hy.ne'
  have hpos := div_pos (mul_pos (mul_pos hA hB) (sub_pos.2 hxy)) (mul_pos hy hx)
  linarith
```

If $0\le x<y\le1$, every factor on the right of the previous formula is positive, so $w(x)<w(y)$. The proof collects these signs in `hpos`. Physically, changing from atomic to mass fractions keeps the order of compositions, and the mass lever has positive length.

## The mean mass of the mixture

```lean
/-- For two phases of different composition, the mean atomic mass of the mixture is the average of
those of the phases, weighted by the atomic phase fractions. -/
theorem meanMass_lever (mA mB x : ℝ) {xa xb : ℝ} (h : xa ≠ xb) :
    lever xa x xb * meanMass mA mB xa + (1 - lever xa x xb) * meanMass mA mB xb =
      meanMass mA mB x := by
  have hd : xb - xa ≠ 0 := sub_ne_zero.2 h.symm
  unfold lever meanMass
  field_simp
  ring
```

The statement is $fM_a+(1-f)M_b=M$. It needs only $x_a\ne x_b$. From the definition of $f$,

$$f x_a+(1-f)x_b=x_b-f(x_b-x_a)=x.$$

Since $M(x)=m_A+x(m_B-m_A)$ is a constant plus a multiple of $x$, averaging the compositions averages the mean masses with the same weights. The proof unfolds the definitions, clears the denominator $x_b-x_a$ with `field_simp`, and compares both sides with `ring`.

## From atomic to mass phase fractions

```lean
/-- Lever rule in mass fractions: for positive atomic masses and atomic fractions
`0 ≤ xa < x < xb ≤ 1`, it gives phase `a` the share `f Ma / (f Ma + (1 - f) Mb)`, where `f` is the
atomic phase fraction and `Ma`, `Mb` are the mean atomic masses of the phases. -/
theorem lever_massFraction {mA mB xa x xb : ℝ} (hA : 0 < mA) (hB : 0 < mB)
    (h0 : 0 ≤ xa) (hax : xa < x) (hxb : x < xb) (h1 : xb ≤ 1) :
    lever (massFraction mA mB xa) (massFraction mA mB x) (massFraction mA mB xb) =
      lever xa x xb * meanMass mA mB xa /
        (lever xa x xb * meanMass mA mB xa + (1 - lever xa x xb) * meanMass mA mB xb) := by
  have hMa := (meanMass_pos hA hB h0 (by linarith)).ne'
  have hM := (meanMass_pos hA hB (x := x) (by linarith) (by linarith)).ne'
  have hMb := (meanMass_pos hA hB (x := xb) (by linarith) h1).ne'
  have hd : xb - xa ≠ 0 := by linarith [hax.trans hxb] |> fun h : 0 < xb - xa => h.ne'
  -- the denominator is the mean atomic mass of the whole mixture
  rw [meanMass_lever mA mB x (hax.trans hxb).ne]
  unfold lever
  -- one arm and the full length of the mass lever are rescaled atomic ones
  rw [massFraction_sub hM hMb, massFraction_sub hMa hMb]
  field_simp
```

This is the main result:

$$g=\frac{w(x_b)-w(x)}{w(x_b)-w(x_a)}=\frac{fM_a}{fM_a+(1-f)M_b}.$$

The right-hand side has a direct meaning. Per atom of alloy, phase a contributes the mass $fM_a$ and phase b the mass $(1-f)M_b$.

For the derivation, apply the difference formula to the arm $w(x_b)-w(x)$ and to the full length $w(x_b)-w(x_a)$ of the mass lever:

$$g=\frac{m_Am_B(x_b-x)/(M_bM)}{m_Am_B(x_b-x_a)/(M_bM_a)}
=\frac{x_b-x}{x_b-x_a}\,\frac{M_a}{M}=\frac{fM_a}{M}.$$

By the averaging identity, $M$ is the denominator in the claim.

Lean takes these steps in the opposite order. It first records that the three mean masses and $x_b-x_a$ are nonzero. The first `rw` replaces the denominator by $M$, the second rewrites the arm and the full length, and `field_simp` cancels the common factors.

As an example, take $m_A=3$ and $m_B=1$ in arbitrary units, with $x_a=\tfrac14$, $x=\tfrac12$ and $x_b=\tfrac34$. Then $f=\tfrac12$, and the mean masses $M_a,M,M_b$ are $2.5$, $2$ and $1.5$. The mass fractions of B are $0.1$, $0.25$ and $0.5$, so the mass lever gives $g=0.25/0.4=0.625$. The formula gives $0.5\cdot2.5/2=0.625$ as well. Half of the atoms carry five eighths of the mass.

Energies per atom on a convex hull lead to atomic phase fractions, whereas weighed samples are described by mass; for two phases of known composition in a binary alloy, this formula converts between the two descriptions.

## Back to atomic phase fractions

```lean
/-- Inverse conversion: for positive atomic masses and `0 ≤ xa < x < xb ≤ 1`, the mass phase
fraction `g` of phase `a` determines its atomic phase fraction as `g Mb / (g Mb + (1 - g) Ma)`,
where `Ma`, `Mb` are the mean atomic masses of the phases. -/
theorem lever_of_massLever {mA mB xa x xb g : ℝ} (hA : 0 < mA) (hB : 0 < mB)
    (h0 : 0 ≤ xa) (hax : xa < x) (hxb : x < xb) (h1 : xb ≤ 1)
    (hg : g = lever (massFraction mA mB xa) (massFraction mA mB x) (massFraction mA mB xb)) :
    lever xa x xb = g * meanMass mA mB xb /
      (g * meanMass mA mB xb + (1 - g) * meanMass mA mB xa) := by
  have hMa := meanMass_pos hA hB h0 (by linarith)
  have hM := meanMass_pos hA hB (x := x) (by linarith) (by linarith)
  have hMb := meanMass_pos hA hB (x := xb) (by linarith) h1
  have hl := meanMass_lever mA mB x (hax.trans hxb).ne
  rw [lever_massFraction hA hB h0 hax hxb h1, hl, eq_div_iff hM.ne'] at hg
  have den : (g * meanMass mA mB xb + (1 - g) * meanMass mA mB xa) * meanMass mA mB x =
      meanMass mA mB xa * meanMass mA mB xb := by
    linear_combination (meanMass mA mB xb - meanMass mA mB xa) * hg - meanMass mA mB xa * hl
  have hD : g * meanMass mA mB xb + (1 - g) * meanMass mA mB xa ≠ 0 := by
    intro h
    rw [h, zero_mul] at den
    exact (mul_pos hMa hMb).ne den
  rw [eq_div_iff hD]
  apply mul_right_cancel₀ hM.ne'
  linear_combination lever xa x xb * den - meanMass mA mB xb * hg
```

The hypothesis `hg` merely gives the name `g` to the mass lever. The conclusion is

$$f=\frac{gM_b}{gM_b+(1-g)M_a}.$$

Start from $gM=fM_a$ and call the denominator $D$. Then

$$DM=gM(M_b-M_a)+M_aM=fM_a(M_b-M_a)+M_a\,[\,fM_a+(1-f)M_b\,]=M_aM_b.$$

So $D=M_aM_b/M$, which is positive, and

$$\frac{gM_b}{D}=\frac{gM}{M_a}=f.$$

In the proof, the `rw` at `hg` produces $gM=fM_a$, `den` is the identity for $DM$, and `hD` says $D\ne0$. The goal is then multiplied through by $D$ and by $M$. The tactic `linear_combination` verifies an equation as a stated combination of known ones; in the last line these are `den` and `hg`.

In the example, $gM_b=0.9375$ and $(1-g)M_a=0.9375$, which returns $f=\tfrac12$.

## How far the two phase fractions differ

```lean
/-- For positive atomic masses and `0 ≤ xa < x < xb ≤ 1`, the mass and atomic phase fractions of
phase `a` differ by `f (x - xa) (mA - mB) / M`, with `f` the atomic phase fraction and `M` the mean
atomic mass of the mixture. -/
theorem massLever_sub_lever {mA mB xa x xb : ℝ} (hA : 0 < mA) (hB : 0 < mB)
    (h0 : 0 ≤ xa) (hax : xa < x) (hxb : x < xb) (h1 : xb ≤ 1) :
    lever (massFraction mA mB xa) (massFraction mA mB x) (massFraction mA mB xb) -
      lever xa x xb = lever xa x xb * (x - xa) / meanMass mA mB x * (mA - mB) := by
  have hM := (meanMass_pos hA hB (x := x) (by linarith) (by linarith)).ne'
  have e : meanMass mA mB xa = meanMass mA mB x + (x - xa) * (mA - mB) := by
    unfold meanMass
    ring
  rw [lever_massFraction hA hB h0 hax hxb h1, meanMass_lever mA mB x (hax.trans hxb).ne, e,
    mul_div_assoc, add_div, div_self hM]
  ring
```

In ordinary notation,

$$g-f=\frac{f\,(x-x_a)}{M}\,(m_A-m_B).$$

The main result gives $g-f=f(M_a-M)/M$, and the definition of the mean mass gives $M_a-M=(x-x_a)(m_A-m_B)$. The second equation is the auxiliary fact `e` in the proof. The rewriting inserts it into $fM_a/M$ and splits off $M/M=1$, after which `ring` compares the two sides.

For the numbers above, the difference is $0.5\cdot0.25\cdot2/2=0.125$, in agreement with $0.625-0.5$.

```lean
/-- For positive atomic masses and `0 ≤ xa < x < xb ≤ 1`, the B-poor phase has a larger share of the
total mass than of all atoms exactly when A is heavier than B, and the two shares are equal exactly
when the atomic masses are equal. -/
theorem lever_compare {mA mB xa x xb : ℝ} (hA : 0 < mA) (hB : 0 < mB)
    (h0 : 0 ≤ xa) (hax : xa < x) (hxb : x < xb) (h1 : xb ≤ 1) :
    (lever xa x xb <
      lever (massFraction mA mB xa) (massFraction mA mB x) (massFraction mA mB xb) ↔ mB < mA) ∧
    (lever (massFraction mA mB xa) (massFraction mA mB x) (massFraction mA mB xb) =
      lever xa x xb ↔ mA = mB) := by
  have hM := meanMass_pos hA hB (x := x) (by linarith) (by linarith)
  have hf : 0 < lever xa x xb := div_pos (by linarith) (by linarith)
  have hk := div_pos (mul_pos hf (sub_pos.2 hax)) hM
  have h := massLever_sub_lever hA hB h0 hax hxb h1
  -- the sign of the difference is the sign of mA - mB
  refine ⟨⟨fun hlt => ?_, fun hm => ?_⟩, ⟨fun he => ?_, fun hm => ?_⟩⟩
  · have hp := (mul_pos_iff_of_pos_left hk).1 (h ▸ sub_pos.2 hlt)
    linarith
  · have hp := mul_pos hk (sub_pos.2 hm)
    linarith
  · rw [he, sub_self] at h
    rcases mul_eq_zero.1 h.symm with h2 | h2
    · exact absurd h2 hk.ne'
    · linarith
  · have h2 : mA - mB = 0 := sub_eq_zero.2 hm
    rw [h2, mul_zero] at h
    linarith

end LeverRuleMassFractions
```

The symbol `↔` means "exactly when" and `∧` means "and". The theorem therefore makes two statements:

- $f<g$ exactly when $m_B<m_A$: the B-poor phase has a larger share of the mass than of the atoms exactly when A is the heavier element;
- $g=f$ exactly when $m_A=m_B$.

Both follow from writing the difference as $g-f=k(m_A-m_B)$ with $k=f(x-x_a)/M$. Since $x_a<x<x_b$, both $f$ and $x-x_a$ are positive, and so is $M$; hence $k>0$. The difference has the sign of $m_A-m_B$ and vanishes only with it.

In Lean, `hk` is the statement $k>0$ and `h` is the formula for the difference. The `refine` line splits the two equivalences into four implications, and the four bullets prove them in order. The third uses the fact that a product is zero only if one of its factors is.

The strict inequality $x_a<x$ matters for this comparison. Keep $m_A=3$, $m_B=1$ and $x_b=\tfrac34$, but set $x=x_a=\tfrac14$. The whole alloy is then phase a and $f=g=1$, although the atomic masses differ. Both equivalences fail, so $x_a<x$ can't be weakened to $x_a\le x$ here. The main formula still holds at this point, with both sides equal to 1.

```lean
#print axioms LeverRuleMassFractions.massFraction_lt
-- 'LeverRuleMassFractions.massFraction_lt' depends on axioms: [propext, Classical.choice, Quot.sound]
#print axioms LeverRuleMassFractions.lever_massFraction
-- 'LeverRuleMassFractions.lever_massFraction' depends on axioms: [propext, Classical.choice, Quot.sound]
#print axioms LeverRuleMassFractions.lever_of_massLever
-- 'LeverRuleMassFractions.lever_of_massLever' depends on axioms: [propext, Classical.choice, Quot.sound]
#print axioms LeverRuleMassFractions.lever_compare
-- 'LeverRuleMassFractions.lever_compare' depends on axioms: [propext, Classical.choice, Quot.sound]
```
